# The product of the couplings fixes the sign of relativistic–correlation nonadditivity in a two-state model

## Shifts and their nonadditivity

Let e(0) be an atom's energy without relativistic or correlation effects, e(r) the energy with relativity alone, e(t) with correlation alone, and e(r+t) with both. Adding the separate shifts gives the estimate e(r) + e(t) − e(0). The nonadditivity is the true energy minus this estimate:

N = e(r+t) − e(r) − e(t) + e(0).

What sign does N have?

In the model, a reference state at energy 0 is coupled to an excited state at energy D > 0, the excitation energy without coupling. The Hamiltonian is

H(x) = [[0, x], [x, D]],

and e(x) is its lower eigenvalue. The real numbers r and t are the relativistic and correlation contributions to the coupling x. Reversing the phase of one basis state changes the sign of both, so rt is unaffected.

## What is proved

For D > 0 and all real r, t:

- N < 0 exactly when rt > 0, N > 0 exactly when rt < 0, and N = 0 exactly when rt = 0.
- |N| ≤ 2|rt|/D.
- N(sr, st)/s² → −2rt/D as nonzero s → 0.

In Lean, `levels` is the set of real E for which H v = E v has a nonzero real solution v, `groundEnergy` is its infimum e(x), and `nonadditivity` is N. The function `gap`, written g(x) below, is the splitting of the coupled levels, not the bare excitation energy D.

The additive estimate is the one made when a relativistic correction computed without correlation is added to a correlated nonrelativistic energy. The result bears on such schemes insofar as both effects act through one matrix element between the same two states. That condition is assumed, not derived from a Dirac-Coulomb Hamiltonian; in a real atom relativity also shifts the diagonal energies, and many states are involved. The condition is restrictive: one-electron relativistic terms couple a closed-shell nonrelativistic Hartree–Fock determinant only to single excitations, and there the correlation coupling vanishes by Brillouin's theorem. Hence rt = 0 whenever the excited state is a single determinant; a mixture of single and double excitations can have rt ≠ 0.

## From the secular equation to the sign

The eigenvalue equations are x v₁ = E v₀ and x v₀ + D v₁ = E v₁. A nonzero solution exists exactly when

E(E − D) = x².

With g(x) = √(D² + 4x²), the lower root is

e(x) = (D − g(x))/2.

Write R = g(r), T = g(t), S = g(r+t). Since g(0) = D,

N = (R + T − S − D)/2.

Multiply and divide by R + T + S + D, using R² + T² − S² − D² = −8rt:

N = (RT − DS − 4rt)/(R + T + S + D).

Rationalise once more:

RT − DS = (R²T² − D²S²)/(RT + DS) = −8rt(D² − 2rt)/(RT + DS).

Hence N = −c·rt, with

c = 4(RT + DS + 2D² − 4rt)/((RT + DS)(R + T + S + D)).

To bound c, note that

(RT)² − (D² ± 4rt)² = 4D²(r ∓ t)² ≥ 0,

so RT ≥ D² + 4|rt|. This makes the numerator of c positive, so c > 0. Also DS ≥ D², so 2D² − 4rt ≤ RT + DS, and

c ≤ 8/(R + T + S + D) ≤ 8/(4D) = 2/D.

The signs and the bound follow. Scaling both couplings by s gives N(sr, st)/s² = −c(sr, st)·rt. At zero coupling c = 16D²/(8D³) = 2/D, and continuity gives the limit. For rt ≠ 0 it shows that the constant 2/D in the bound is the smallest possible.

## Two cases with D = 3

Take r = t = 2. Then R = T = 5 and S = √73 ≈ 8.544, so N ≈ −0.772: the additive estimate, −2, is too high.

With t = −2 the couplings cancel, S = 3 and N = 2: the estimate is again −2, but the true energy is 0. Both values respect the bound 8/3.

## The Lean file

```lean
import Mathlib

open Matrix Filter Topology

namespace RelativisticCorrelationNonadditivity

noncomputable section

/-- Two-state Hamiltonian with a reference state at energy `0`, an excited state at energy `D`
and a real coupling `x` between them. -/
def hamiltonian (D x : ℝ) : Matrix (Fin 2) (Fin 2) ℝ := !![0, x; x, D]

/-- The energy levels: all real `E` for which `H v = E v` has a nonzero solution `v`. -/
def levels (D x : ℝ) : Set ℝ :=
  {E | ∃ v : Fin 2 → ℝ, v ≠ 0 ∧ hamiltonian D x *ᵥ v = E • v}

/-- The ground-state energy, the infimum of the energy levels. -/
def groundEnergy (D x : ℝ) : ℝ := sInf (levels D x)

/-- The energy with both couplings present, minus the energies with each coupling alone,
plus the energy with none. -/
def nonadditivity (D r t : ℝ) : ℝ :=
  groundEnergy D (r + t) - groundEnergy D r - groundEnergy D t + groundEnergy D 0

/-- The square root `√(D² + 4x²)` that appears in the two-state energies. -/
def gap (D x : ℝ) : ℝ := √(D ^ 2 + 4 * x ^ 2)

/-- The factor that multiplies `-r t` in the nonadditivity; it is used for `D > 0`. -/
def couplingFactor (D r t : ℝ) : ℝ :=
  4 * (gap D r * gap D t + D * gap D (r + t) + 2 * D ^ 2 - 4 * (r * t)) /
    ((gap D r * gap D t + D * gap D (r + t)) * (gap D r + gap D t + gap D (r + t) + D))

/-- Secular equation: `E` is an energy level exactly when `E (E - D) = x²`. -/
theorem mem_levels_iff (D x E : ℝ) : E ∈ levels D x ↔ E * (E - D) = x ^ 2 := by
  constructor
  · rintro ⟨v, hv, h⟩
    have h0 := congrFun h 0
    have h1 := congrFun h 1
    simp [hamiltonian, Matrix.mulVec, dotProduct, Fin.sum_univ_two] at h0 h1
    by_contra hne
    have hk : E * (E - D) - x ^ 2 ≠ 0 := sub_ne_zero.2 hne
    -- otherwise both amplitudes vanish
    have hv0 : v 0 = 0 := (mul_eq_zero.1 (show (E * (E - D) - x ^ 2) * v 0 = 0 by
      linear_combination -(E - D) * h0 - x * h1)).resolve_left hk
    have hv1 : v 1 = 0 := (mul_eq_zero.1 (show (E * (E - D) - x ^ 2) * v 1 = 0 by
      linear_combination -x * h0 - E * h1)).resolve_left hk
    apply hv
    funext i
    fin_cases i
    · exact hv0
    · exact hv1
  · intro h
    by_cases hE : E = D
    · subst hE
      have hx2 : x ^ 2 = 0 := by linear_combination -h
      have hx : x = 0 := (pow_eq_zero_iff two_ne_zero).1 hx2
      refine ⟨![0, 1], fun h0 => one_ne_zero (α := ℝ) (congrFun h0 1), ?_⟩
      ext i
      fin_cases i <;> simp [hamiltonian, Matrix.mulVec, dotProduct, Fin.sum_univ_two, hx]
    · refine ⟨![E - D, x], fun h0 => sub_ne_zero.2 hE (congrFun h0 0), ?_⟩
      ext i
      fin_cases i
      · simp [hamiltonian, Matrix.mulVec, dotProduct, Fin.sum_univ_two]
        linear_combination -h
      · simp [hamiltonian, Matrix.mulVec, dotProduct, Fin.sum_univ_two]
        ring

/-- The lowest energy level exists and equals `(D - √(D² + 4x²)) / 2`. -/
theorem isLeast_levels (D x : ℝ) : IsLeast (levels D x) ((D - gap D x) / 2) := by
  constructor
  · have hs : gap D x ^ 2 = D ^ 2 + 4 * x ^ 2 := Real.sq_sqrt (by positivity)
    rw [mem_levels_iff]
    linear_combination hs / 4
  · intro E hE
    rw [mem_levels_iff] at hE
    have h : |2 * E - D| ≤ gap D x := Real.abs_le_sqrt (by nlinarith)
    linarith [neg_abs_le (2 * E - D)]

/-- The ground-state energy is `(D - √(D² + 4x²)) / 2`. -/
theorem groundEnergy_eq (D x : ℝ) : groundEnergy D x = (D - gap D x) / 2 :=
  (isLeast_levels D x).csInf_eq

/-- For `D > 0`, `√(D² + 4x²)` is at least `D`, and it equals `D` at zero coupling. -/
theorem gap_bounds {D : ℝ} (hD : 0 < D) : (∀ x, D ≤ gap D x) ∧ gap D 0 = D := by
  constructor
  · intro x
    exact (Real.le_sqrt' hD).2 (by nlinarith [sq_nonneg x])
  · unfold gap
    rw [show D ^ 2 + 4 * (0 : ℝ) ^ 2 = D ^ 2 by ring]
    exact Real.sqrt_sq hD.le

/-- For `D > 0` the coupling factor is positive and at most `2 / D`. -/
theorem couplingFactor_bounds {D : ℝ} (hD : 0 < D) (r t : ℝ) :
    0 < couplingFactor D r t ∧ couplingFactor D r t ≤ 2 / D := by
  have hR : gap D r ^ 2 = D ^ 2 + 4 * r ^ 2 := Real.sq_sqrt (by positivity)
  have hT : gap D t ^ 2 = D ^ 2 + 4 * t ^ 2 := Real.sq_sqrt (by positivity)
  have hRD := (gap_bounds hD).1 r
  have hTD := (gap_bounds hD).1 t
  have hSD := (gap_bounds hD).1 (r + t)
  unfold couplingFactor
  generalize gap D r = R at *
  generalize gap D t = T at *
  generalize gap D (r + t) = S at *
  have hRT : 0 < R * T := mul_pos (by linarith) (by linarith)
  have hDS : D ^ 2 ≤ D * S := by nlinarith
  have hD2 : 0 < D ^ 2 := by positivity
  have hsq : (R * T) ^ 2 = (D ^ 2 + 4 * r ^ 2) * (D ^ 2 + 4 * t ^ 2) := by
    rw [mul_pow, hR, hT]
  -- the product of the two roots dominates `D² ± 4 r t`
  have hp : D ^ 2 + 4 * (r * t) ≤ R * T := (le_abs_self _).trans
    (abs_le_of_sq_le_sq (by rw [hsq]; nlinarith [sq_nonneg (D * (r - t))]) hRT.le)
  have hm : D ^ 2 - 4 * (r * t) ≤ R * T := (le_abs_self _).trans
    (abs_le_of_sq_le_sq (by rw [hsq]; nlinarith [sq_nonneg (D * (r + t))]) hRT.le)
  have hA : 0 < R * T + D * S := by linarith
  have hP : 0 < (R * T + D * S) * (R + T + S + D) := mul_pos hA (by linarith)
  constructor
  · exact div_pos (by linarith) hP
  · rw [div_le_div_iff₀ hP hD]
    have h1 : R * T + D * S + 2 * D ^ 2 - 4 * (r * t) ≤ 2 * (R * T + D * S) := by linarith
    have h2 : 4 * D ≤ R + T + S + D := by linarith
    nlinarith [mul_le_mul_of_nonneg_right h1 hD.le, mul_le_mul_of_nonneg_left h2 hA.le]

/-- For `D > 0` the nonadditivity is exactly `-r t` times the coupling factor. -/
theorem nonadditivity_eq {D : ℝ} (hD : 0 < D) (r t : ℝ) :
    nonadditivity D r t = -couplingFactor D r t * (r * t) := by
  have hR : gap D r ^ 2 = D ^ 2 + 4 * r ^ 2 := Real.sq_sqrt (by positivity)
  have hT : gap D t ^ 2 = D ^ 2 + 4 * t ^ 2 := Real.sq_sqrt (by positivity)
  have hS : gap D (r + t) ^ 2 = D ^ 2 + 4 * (r + t) ^ 2 := Real.sq_sqrt (by positivity)
  have hRD := (gap_bounds hD).1 r
  have hTD := (gap_bounds hD).1 t
  have hSD := (gap_bounds hD).1 (r + t)
  simp only [nonadditivity, groundEnergy_eq, (gap_bounds hD).2, couplingFactor]
  generalize gap D r = R at *
  generalize gap D t = T at *
  generalize gap D (r + t) = S at *
  have hP : 0 < (R * T + D * S) * (R + T + S + D) :=
    mul_pos (add_pos (mul_pos (by linarith) (by linarith)) (mul_pos hD (by linarith)))
      (by linarith)
  -- clear the denominator and eliminate the squares of the roots
  rw [← neg_div, div_mul_eq_mul_div, eq_div_iff hP.ne']
  linear_combination (R * T + D * S) / 2 * (hR + hT - hS) + T ^ 2 * hR
    + (D ^ 2 + 4 * r ^ 2) * hT - D ^ 2 * hS

/-- Sign rule: for `D > 0` the nonadditivity is negative exactly when `r t > 0`, positive
exactly when `r t < 0`, and zero exactly when `r t = 0`. -/
theorem nonadditivity_sign {D : ℝ} (hD : 0 < D) (r t : ℝ) :
    (nonadditivity D r t < 0 ↔ 0 < r * t) ∧ (0 < nonadditivity D r t ↔ r * t < 0) ∧
      (nonadditivity D r t = 0 ↔ r * t = 0) := by
  have hc := (couplingFactor_bounds hD r t).1
  rw [nonadditivity_eq hD]
  generalize couplingFactor D r t = c at *
  generalize r * t = p
  refine ⟨⟨fun h => ?_, fun h => ?_⟩, ⟨fun h => ?_, fun h => ?_⟩, ?_⟩
  · by_contra hn
    nlinarith [mul_nonneg hc.le (neg_nonneg.2 (not_lt.1 hn))]
  · nlinarith [mul_pos hc h]
  · by_contra hn
    nlinarith [mul_nonneg hc.le (not_lt.1 hn)]
  · nlinarith [mul_pos hc (neg_pos.2 h)]
  · simp [hc.ne']

/-- For `D > 0` the error of adding the two separate shifts is at most `2 |r t| / D`. -/
theorem abs_nonadditivity_le {D : ℝ} (hD : 0 < D) (r t : ℝ) :
    |nonadditivity D r t| ≤ 2 / D * |r * t| := by
  obtain ⟨hc, hle⟩ := couplingFactor_bounds hD r t
  rw [nonadditivity_eq hD, abs_mul, abs_neg, abs_of_pos hc]
  exact mul_le_mul_of_nonneg_right hle (abs_nonneg _)

/-- Weak coupling: for `D > 0`, with both couplings scaled by `s`, the nonadditivity divided
by `s²` tends to `-2 r t / D` as nonzero `s` tends to `0`. -/
theorem nonadditivity_weak_coupling {D : ℝ} (hD : 0 < D) (r t : ℝ) :
    Tendsto (fun s : ℝ => nonadditivity D (s * r) (s * t) / s ^ 2) (𝓝[≠] 0)
      (𝓝 (-(2 / D) * (r * t))) := by
  have hc : Continuous (fun s : ℝ => couplingFactor D (s * r) (s * t)) := by
    unfold couplingFactor gap
    refine Continuous.div (by fun_prop) (by fun_prop) (fun s => ?_)
    positivity
  have h0 : couplingFactor D (0 * r) (0 * t) = 2 / D := by
    simp only [couplingFactor, zero_mul, add_zero, mul_zero, sub_zero, (gap_bounds hD).2]
    rw [div_eq_div_iff (by positivity) (by positivity)]
    ring
  have h : Tendsto (fun s : ℝ => couplingFactor D (s * r) (s * t)) (𝓝[≠] 0) (𝓝 (2 / D)) := by
    rw [← h0]
    exact (hc.tendsto 0).mono_left nhdsWithin_le_nhds
  -- away from `s = 0` the quotient is the coupling factor times `-r t`
  refine (h.neg.mul_const (r * t)).congr' ?_
  filter_upwards [self_mem_nhdsWithin] with s hs
  have hs' : s ≠ 0 := hs
  show -couplingFactor D (s * r) (s * t) * (r * t) = nonadditivity D (s * r) (s * t) / s ^ 2
  rw [nonadditivity_eq hD, eq_div_iff (pow_ne_zero 2 hs')]
  ring

end

end RelativisticCorrelationNonadditivity
```

```lean
#print axioms RelativisticCorrelationNonadditivity.nonadditivity_sign
#print axioms RelativisticCorrelationNonadditivity.abs_nonadditivity_le
#print axioms RelativisticCorrelationNonadditivity.nonadditivity_weak_coupling
```

```
'RelativisticCorrelationNonadditivity.nonadditivity_sign' depends on axioms: [propext, Classical.choice, Quot.sound]
'RelativisticCorrelationNonadditivity.abs_nonadditivity_le' depends on axioms: [propext, Classical.choice, Quot.sound]
'RelativisticCorrelationNonadditivity.nonadditivity_weak_coupling' depends on axioms: [propext, Classical.choice, Quot.sound]
```

## How the lemmas fit together

`mem_levels_iff` proves the secular equation. Combining the two rows shows that E(E − D) − x² times each amplitude vanishes. Conversely, (E − D, x) is an unnormalised eigenvector; if E = D, then x = 0 and (0, 1) serves.

`isLeast_levels` first checks that (D − g(x))/2 satisfies the secular equation, so it is a level. Every level E satisfies (2E − D)² = g(x)², so none lies below that value. The infimum is therefore attained, and `groundEnergy_eq` gives its value.

`couplingFactor_bounds` obtains the inequalities for RT by comparing squares, then bounds c as above. `nonadditivity_eq` clears the denominator and lets `linear_combination` eliminate R², T² and S², which replaces the two rationalisations by a single polynomial identity.

`nonadditivity_sign` and `abs_nonadditivity_le` then use only N = −c·rt and the bounds on c. `nonadditivity_weak_coupling` proves c continuous in s, evaluates it at s = 0, and cancels s² where s ≠ 0.
